# A linear functional that is non-negative wherever finitely many others are is a non-negative combination of them

On a real vector space of any dimension, let a linear functional `b` be non-negative at every point where finitely many linear functionals `a i` are all non-negative. The declaration states that `b` is then a sum of the `a i` with non-negative coefficients. This is pure linear algebra: no Hamiltonian, state or other physical model enters, though the functionals may be read as linear inequality constraints. The attempt adds the constraints one at a time by induction. If the new constraint `a k` is needed, it takes a point `z` that violates only that one, projects along `z` onto the subspace where `a k` vanishes, and applies the induction hypothesis there.

An attempt in Lean 4 with a fault in it:

```lean
import Mathlib

open Finset Matrix

namespace Farkas

/-- Farkas' lemma: if a linear functional `b` is non-negative wherever finitely many linear
functionals `a i` are all non-negative, then `b` is a non-negative combination of the `a i`. -/
theorem farkas {V ι : Type*} [AddCommGroup V] [Module ℝ V] (s : Finset ι)
    (a : ι → V →ₗ[ℝ] ℝ) (b : V →ₗ[ℝ] ℝ)
    (h : ∀ x, (∀ i ∈ s, 0 ≤ a i x) → 0 ≤ b x) :
    ∃ c : ι → ℝ, (∀ i, 0 ≤ c i) ∧ ∀ x, b x = ∑ i ∈ s, c i * a i x := by
  classical
  induction s using Finset.induction_on generalizing a b with
  | empty =>
    refine ⟨fun _ => 0, fun _ => le_rfl, fun x => ?_⟩
    have h1 := h x (by simp)
    have h2 := h (-x) (by simp)
    rw [map_neg] at h2
    rw [Finset.sum_empty]
    linarith
  | insert k s hk ih =>
    -- it suffices to find a coefficient `r` for the new constraint
    have ext : ∀ (c : ι → ℝ) (r : ℝ), (∀ i, 0 ≤ c i) → 0 ≤ r →
        (∀ x, b x = r * a k x + ∑ i ∈ s, c i * a i x) →
        ∃ c : ι → ℝ, (∀ i, 0 ≤ c i) ∧ ∀ x, b x = ∑ i ∈ insert k s, c i * a i x := by
      intro c r hc hr hx
      refine ⟨fun i => if i = k then r else c i, fun i => ?_, fun x => ?_⟩
      · show 0 ≤ if i = k then r else c i
        split_ifs
        exacts [hr, hc i]
      · have hs : ∑ i ∈ s, (if i = k then r else c i) * a i x = ∑ i ∈ s, c i * a i x :=
          Finset.sum_congr rfl fun i hi => by rw [if_neg (fun e => hk (e ▸ hi))]
        simp only [Finset.sum_insert hk, hs, hx x, ↓reduceIte]
    by_cases hb : ∀ x, (∀ i ∈ s, 0 ≤ a i x) → 0 ≤ b x
    · obtain ⟨c, hc, hs⟩ := ih a b hb
      exact ext c 0 hc le_rfl fun x => by rw [hs x]; ring
    · -- a point `z` that violates only the new constraint
      simp only [not_forall, not_le] at hb
      obtain ⟨z, hz, hbz⟩ := hb
      have hkz : a k z < 0 := by
        by_contra hn
        refine absurd (h z fun i hi => ?_) (not_le_of_gt hbz)
        rcases Finset.mem_insert.1 hi with e | hi'
        · rw [e]; exact not_lt.1 hn
        · exact hz i hi'
      -- project along `z` onto the plane where the new constraint vanishes
      have ev : ∀ (f : V →ₗ[ℝ] ℝ) (x : V),
          f ((-(a k z)) • x + a k x • z) = -(a k z) * f x + f z * a k x := by
        intro f x
        simp only [map_add, map_smul, smul_eq_mul]
        ring
      obtain ⟨c, hc, hs⟩ := ih (fun i => (-(a k z)) • a i + a i z • a k)
        ((-(a k z)) • b + b z • a k) (fun x hx => by
          have hy := h ((-(a k z)) • x + a k x • z) (fun i hi => by
            rcases Finset.mem_insert.1 hi with e | hi'
            · rw [e, ev]
              exact le_of_eq (by ring)
            · rw [ev]
              exact hx i hi')
          rw [ev] at hy
          exact hy)
      have hne : -(a k z) ≠ 0 := by linarith [hkz] |> fun (h : 0 < -(a k z)) => h.ne'
      obtain ⟨r, hr⟩ : ∃ r : ℝ, r * (-(a k z)) = ∑ i ∈ s, c i * a i z - b z :=
        ⟨_, div_mul_cancel₀ _ hne⟩
      have hS : 0 ≤ ∑ i ∈ s, c i * a i z :=
        Finset.sum_nonneg fun i hi => mul_nonneg (hc i) (hz i hi)
      have hr0 : 0 ≤ r := by
        by_contra hn
        have := mul_neg_of_neg_of_pos (not_le.1 hn) (neg_pos.2 hkz)
        linarith
      refine ext c r hc hr0 fun x => ?_
      have hx : -(a k z) * b x + b z * a k x
          = ∑ i ∈ s, c i * (-(a k z) * a i x + a i z * a k x) := hs x
      have split : ∑ i ∈ s, c i * (-(a k z) * a i x + a i z * a k x)
          = -(a k z) * ∑ i ∈ s, c i * a i x + (∑ i ∈ s, c i * a i z) * a k x := by
        rw [Finset.mul_sum, Finset.sum_mul, ← Finset.sum_add_distrib]
        exact Finset.sum_congr rfl fun i _ => by ring
      rw [split] at hx
      apply mul_left_cancel₀ hne
      linear_combination hx - a k x * hr

end Farkas
```

The error:

```
Main.lean:33:71: error: invalid `▸` notation, argument
  e
has type
  ?m.276
equality expected
Main.lean:33:43: error: unsolved goals
V : Type u_1
ι : Type u_2
inst✝¹ : AddCommGroup V
inst✝ : Module ℝ V
k : ι
s : Finset ι
hk : k ∉ s
ih :
  ∀ (a : ι → V →ₗ[ℝ] ℝ) (b : V →ₗ[ℝ] ℝ),
    (∀ (x : V), (∀ i ∈ s, 0 ≤ (a i) x) → 0 ≤ b x) → ∃ c, (∀ (i : ι), 0 ≤ c i) ∧ ∀ (x : V), b x = ∑ i ∈ s, c i * (a i) x
a : ι → V →ₗ[ℝ] ℝ
b : V →ₗ[ℝ] ℝ
h : ∀ (x : V), (∀ i ∈ insert k s, 0 ≤ (a i) x) → 0 ≤ b x
c : ι → ℝ
r : ℝ
hc : ∀ (i : ι), 0 ≤ c i
hr : 0 ≤ r
hx : ∀ (x : V), b x = r * (a k) x + ∑ i ∈ s, c i * (a i) x
x : V
i : ι
hi : i ∈ s
⊢ (if i = k then r else c i) * (a i) x = c i * (a i) x
```

Diagnosis. Both messages come from one rewrite, which should reduce `if i = k then r else c i` to `c i` for `i` in `s`. Lean elaborates the term `if_neg (fun e => hk (e ▸ hi))` before matching it against the goal, so the condition being refuted is still unknown. The type of `e` is therefore only the placeholder `?m.276`, and `▸` needs an equality. The second message is a consequence: the rewrite did not happen, and the goal is left with its `if` in place.

The repair first proves `hik : i ≠ k`. With that type stated, `e` is known to be `i = k`, so `e ▸ hi` turns `i ∈ s` into `k ∈ s`, which `hk` contradicts. `if_neg hik` then has a definite condition, and the rewrite finds the `if` and closes the goal.

The other change, to the proof of `hne`, is mere tidying: no message concerns that line, and the new version gets the same fact directly from `hkz`.

After these edits no error is left:

```diff
@@ -31,5 +31,7 @@
         exacts [hr, hc i]
       · have hs : ∑ i ∈ s, (if i = k then r else c i) * a i x = ∑ i ∈ s, c i * a i x :=
-          Finset.sum_congr rfl fun i hi => by rw [if_neg (fun e => hk (e ▸ hi))]
+          Finset.sum_congr rfl fun i hi => by
+            have hik : i ≠ k := fun e => hk (e ▸ hi)
+            rw [if_neg hik]
         simp only [Finset.sum_insert hk, hs, hx x, ↓reduceIte]
     by_cases hb : ∀ x, (∀ i ∈ s, 0 ≤ a i x) → 0 ≤ b x
@@ -61,5 +63,5 @@
           rw [ev] at hy
           exact hy)
-      have hne : -(a k z) ≠ 0 := by linarith [hkz] |> fun (h : 0 < -(a k z)) => h.ne'
+      have hne : -(a k z) ≠ 0 := (neg_pos.2 hkz).ne'
       obtain ⟨r, hr⟩ : ∃ r : ℝ, r * (-(a k z)) = ∑ i ∈ s, c i * a i z - b z :=
         ⟨_, div_mul_cancel₀ _ hne⟩
```
